# Halving the Fermi–Dirac smearing width quadruples the peak magnitude of the occupation's second energy derivative

A convergence test for a metallic system can include halving the smearing width and repeating the response calculation. For the Fermi–Dirac occupation as a function of the level's energy measured from the chemical potential, this step multiplies by four the largest magnitude that the second energy derivative reaches over all energies.

```lean
import Mathlib

open Real

namespace SmearingSensitivity

noncomputable section

/-- Fermi-Dirac occupation of a level at energy `e` from the chemical potential, with
smearing `T`; the domain is `T > 0`. -/
def occ (T e : ℝ) : ℝ := 1 / (1 + Real.exp (e / T))

/-- Second-order occupation response: the second energy derivative of the occupation,
for smearing `T > 0`. -/
def curvature (T e : ℝ) : ℝ := deriv (deriv (occ T)) e

/-- Peak second-order response: the supremum over all energies of the magnitude of the
second derivative of the occupation, for smearing `T > 0`. -/
def peak (T : ℝ) : ℝ := ⨆ e : ℝ, |curvature T e|

/-- The occupation lies strictly between zero and one. -/
theorem occ_mem (T e : ℝ) : 0 < occ T e ∧ occ T e < 1 := by
  have hE := Real.exp_pos (e / T)
  unfold occ
  refine ⟨by positivity, ?_⟩
  rw [div_lt_one (by positivity)]
  linarith

/-- For `T > 0` the first two energy derivatives of the occupation `f` are
`f' = -f(1-f)/T` and `f'' = f(1-f)(1-2f)/T²`. -/
theorem occ_derivatives {T : ℝ} (hT : 0 < T) (e : ℝ) :
    T * deriv (occ T) e = -(occ T e * (1 - occ T e)) ∧
    HasDerivAt (deriv (occ T))
      (occ T e * (1 - occ T e) * (1 - 2 * occ T e) / T ^ 2) e := by
  have hf : ∀ x, HasDerivAt (occ T) (-(occ T x * (1 - occ T x)) / T) x := by
    intro x
    have hp : 1 + Real.exp (x / T) ≠ 0 := by positivity
    have hx : HasDerivAt (fun y => 1 + Real.exp (y / T)) (Real.exp (x / T) * (1 / T)) x :=
      (((hasDerivAt_id' x).div_const T).exp).const_add 1
    have h := (hasDerivAt_const x (1 : ℝ)).fun_div hx hp
    refine (show HasDerivAt (occ T) _ x from h).congr_deriv ?_
    unfold occ
    generalize Real.exp (x / T) = E at hp ⊢
    field_simp
    ring
  have hd : deriv (occ T) = fun x => -(occ T x * (1 - occ T x)) / T :=
    funext fun x => (hf x).deriv
  refine ⟨?_, ?_⟩
  · rw [(hf e).deriv]
    field_simp
  · -- differentiate the closed form of the first derivative once more
    rw [hd]
    have h := (((hf e).fun_mul ((hf e).const_sub 1)).fun_neg).div_const T
    exact h.congr_deriv (by ring)

/-- For an occupation `x` between zero and one, the distance of `|x(1-x)(1-2x)|` from
`1/(6√3)` factorises with a squared factor. -/
theorem cubic_gap {x : ℝ} (h0 : 0 ≤ x) (h1 : x ≤ 1) :
    1 / (6 * √3) - |x * (1 - x) * (1 - 2 * x)| =
      (|1 - 2 * x| - 1 / √3) ^ 2 * (|1 - 2 * x| + 2 / √3) / 4 := by
  have hr : (1 / √3) ^ 2 = 1 / 3 := by
    rw [div_pow, Real.sq_sqrt (by norm_num)]
    norm_num
  have hu : |1 - 2 * x| ^ 2 = (1 - 2 * x) ^ 2 := sq_abs _
  have e1 : 1 / (6 * √3) = (1 / √3) / 6 := by ring
  have e2 : 2 / √3 = 2 * (1 / √3) := by ring
  rw [abs_mul, abs_of_nonneg (mul_nonneg h0 (sub_nonneg.2 h1)), e1, e2]
  generalize 1 / √3 = r at hr ⊢
  generalize |1 - 2 * x| = u at hu ⊢
  linear_combination (3 * u / 4 - r / 2) * hr - u / 4 * hu

/-- For `T > 0` the second-order occupation response is at most `1/(6√3 T²)` in magnitude,
with equality exactly where the occupation is `1/2 ± 1/(2√3)`. -/
theorem curvature_bound {T : ℝ} (hT : 0 < T) (e : ℝ) :
    |curvature T e| ≤ 1 / (6 * √3 * T ^ 2) ∧
    (|curvature T e| = 1 / (6 * √3 * T ^ 2) ↔
      occ T e = 1 / 2 + 1 / (2 * √3) ∨ occ T e = 1 / 2 - 1 / (2 * √3)) := by
  obtain ⟨h0, h1⟩ := occ_mem T e
  have hT2 : 0 < T ^ 2 := pow_pos hT 2
  have hc : |curvature T e| =
      |occ T e * (1 - occ T e) * (1 - 2 * occ T e)| / T ^ 2 := by
    rw [curvature, (occ_derivatives hT e).2.deriv, abs_div, abs_of_pos hT2]
  have hk : 1 / (6 * √3 * T ^ 2) = 1 / (6 * √3) / T ^ 2 := (div_div _ _ _).symm
  have e2 : 1 / (2 * √3) = 1 / √3 / 2 := by ring
  have hg := cubic_gap h0.le h1.le
  have hr : 0 < 1 / √3 := by positivity
  have hpos : 0 < |1 - 2 * occ T e| + 2 / √3 := by positivity
  rw [hc, hk, div_le_div_iff_of_pos_right hT2, div_left_inj' hT2.ne', e2]
  refine ⟨?_, ?_, ?_⟩
  · have : 0 ≤ 1 / (6 * √3) - |occ T e * (1 - occ T e) * (1 - 2 * occ T e)| := by
      rw [hg]
      positivity
    linarith
  · -- equality forces the squared factor to vanish
    intro h
    rw [h, sub_self] at hg
    have hz : |1 - 2 * occ T e| - 1 / √3 = 0 := by
      by_contra hne
      have hsq := (sq_nonneg (|1 - 2 * occ T e| - 1 / √3)).lt_of_ne' (pow_ne_zero 2 hne)
      have := mul_pos hsq hpos
      linarith
    rcases abs_choice (1 - 2 * occ T e) with h' | h'
    · rw [h'] at hz
      right
      linarith
    · rw [h'] at hz
      left
      linarith
  · intro h
    have hu : |1 - 2 * occ T e| = 1 / √3 := by
      rcases h with h | h
      · rw [show 1 - 2 * occ T e = -(1 / √3) by linarith, abs_neg, abs_of_pos hr]
      · rw [show 1 - 2 * occ T e = 1 / √3 by linarith, abs_of_pos hr]
    rw [hu, sub_self] at hg
    linarith

/-- For `T > 0` the levels at energies `±T log(2+√3)` have occupations
`1/2 ∓ 1/(2√3)`. -/
theorem occ_at_peak {T : ℝ} (hT : 0 < T) :
    occ T (T * Real.log (2 + √3)) = 1 / 2 - 1 / (2 * √3) ∧
    occ T (-(T * Real.log (2 + √3))) = 1 / 2 + 1 / (2 * √3) := by
  have hs : √3 * √3 = 3 := Real.mul_self_sqrt (by norm_num)
  have hlt : √3 < 3 := by nlinarith
  have hi : 1 / (2 * √3) = √3 / 6 := by
    rw [div_eq_div_iff (by positivity) (by norm_num)]
    linarith
  have ha : T * Real.log (2 + √3) / T = Real.log (2 + √3) := by field_simp
  have hinv : (2 + √3)⁻¹ = 2 - √3 :=
    inv_eq_of_mul_eq_one_right (by linear_combination -hs)
  unfold occ
  rw [neg_div, ha, Real.exp_neg, Real.exp_log (by positivity), hinv, hi]
  constructor
  · rw [div_eq_iff (by positivity)]
    linear_combination hs / 6
  · rw [div_eq_iff (by linarith)]
    linear_combination hs / 6

/-- For `T > 0` the peak second-order response is attained at some energy, and
multiplied by `T²` it equals `1/(6√3)`. -/
theorem peak_attained {T : ℝ} (hT : 0 < T) :
    T ^ 2 * peak T = 1 / (6 * √3) ∧
    IsGreatest (Set.range fun e : ℝ => |curvature T e|) (peak T) := by
  have hG : IsGreatest (Set.range fun e : ℝ => |curvature T e|)
      (1 / (6 * √3 * T ^ 2)) := by
    refine ⟨⟨T * Real.log (2 + √3),
      (curvature_bound hT _).2.2 (Or.inr (occ_at_peak hT).1)⟩, ?_⟩
    rintro _ ⟨e, rfl⟩
    exact (curvature_bound hT e).1
  have hp : peak T = 1 / (6 * √3 * T ^ 2) := hG.csSup_eq
  refine ⟨?_, by rw [hp]; exact hG⟩
  rw [hp]
  field_simp

/-- For `T > 0` the peak second-order response is positive, and it quadruples when the
smearing is halved. -/
theorem peak_halved_smearing {T : ℝ} (hT : 0 < T) :
    0 < peak T ∧ peak (T / 2) = 4 * peak T := by
  have h1 := (peak_attained hT).1
  have h2 := (peak_attained (half_pos hT)).1
  have hT2 : 0 < T ^ 2 := pow_pos hT 2
  constructor
  · have h : 0 < T ^ 2 * peak T := by
      rw [h1]
      positivity
    exact (mul_pos_iff_of_pos_left hT2).1 h
  · apply mul_left_cancel₀ hT2.ne'
    linear_combination 4 * h2 - 4 * h1

/-- For `T > 0` the second-order occupation response vanishes at the chemical potential
`e = 0` and at no other energy. -/
theorem curvature_eq_zero_iff {T : ℝ} (hT : 0 < T) (e : ℝ) :
    curvature T e = 0 ↔ e = 0 := by
  obtain ⟨h0, h1⟩ := occ_mem T e
  rw [curvature, (occ_derivatives hT e).2.deriv]
  constructor
  · intro h
    have h2 := (div_eq_zero_iff.1 h).resolve_right (pow_pos hT 2).ne'
    -- only the factor `1 - 2f` can vanish
    have h3 := (mul_eq_zero.1 h2).resolve_left (mul_pos h0 (sub_pos.2 h1)).ne'
    have hp : 1 + Real.exp (e / T) ≠ 0 := by positivity
    have h4 : 1 / (1 + Real.exp (e / T)) = 1 / 2 := by
      unfold occ at h3
      linarith
    rw [div_eq_div_iff hp two_ne_zero] at h4
    have h5 : Real.exp (e / T) = 1 := by linarith
    exact (div_eq_zero_iff.1 ((Real.exp_eq_one_iff _).1 h5)).resolve_right hT.ne'
  · rintro rfl
    have h : occ T 0 = 1 / 2 := by norm_num [occ]
    rw [h]
    norm_num

end

end SmearingSensitivity
```

```lean
#print axioms SmearingSensitivity.peak_halved_smearing
#print axioms SmearingSensitivity.curvature_eq_zero_iff
```

```
'SmearingSensitivity.peak_halved_smearing' depends on axioms: [propext, Classical.choice, Quot.sound]
'SmearingSensitivity.curvature_eq_zero_iff' depends on axioms: [propext, Classical.choice, Quot.sound]
```

## Occupation, curvature and peak as Lean objects

Let \(e\) be the energy of a level measured from the chemical potential, and let \(T>0\) be the smearing width in the same energy units, so that \(T\) stands for \(k_BT\) if the smearing is read as a physical temperature. The occupation is

\[
f(e)=\frac{1}{1+\exp(e/T)} ,
\]

which is `occ T e` in the code. It is the occupation of one spin-orbital and lies between zero and one; a spin-degenerate orbital would carry a factor of two.

The second-order response `curvature T e` is defined as the derivative of the derivative of `occ T`, evaluated at `e`. The closed formula for it is therefore a theorem and not a definition. The peak `peak T` is the supremum of \(|f''(e)|\) over all real \(e\). Lean assigns the value zero to a derivative that does not exist and to the supremum of a set of reals with no upper bound, but for \(T>0\) the theorems exclude both cases: `HasDerivAt` supplies a true second derivative, and `IsGreatest` says that the peak is one of the values taken.

With these definitions, the theorems state the following for every \(T>0\).

- `occ_derivatives` gives \(T f'=-f(1-f)\) and \(f''=f(1-f)(1-2f)/T^2\) at every energy.
- `curvature_bound` gives \(|f''|\le 1/(6\sqrt3\,T^2)\), with equality exactly when \(f=\tfrac12+\tfrac{1}{2\sqrt3}\) or \(f=\tfrac12-\tfrac{1}{2\sqrt3}\).
- `peak_attained` says that the peak is reached at some energy and that \(T^2\) times the peak is \(1/(6\sqrt3)\).
- `peak_halved_smearing` says that the peak is positive and that `peak (T / 2) = 4 * peak T`.
- `curvature_eq_zero_iff` says that \(f''(e)=0\) exactly when \(e=0\).

The condition \(T>0\) is the only hypothesis in these statements. It stands for a finite smearing width, as opposed to the step function of the zero-temperature limit.

## Third-order response of one level

If a perturbation shifts a level by \(\delta\) while the chemical potential stays fixed, the occupation changes by \(f'\delta+\tfrac12 f''\delta^2\) up to second order. For a single non-interacting level, the grand potential \(\Omega=-T\ln(1+e^{-e/T})\) satisfies \(d\Omega/de=f\), so \(f''\) is also its third energy derivative. This is how the bound bears on third-order perturbation theory for metals: it limits one occupation factor, for an independent level with Fermi–Dirac smearing.

A full density functional calculation contains more. The chemical potential responds to the perturbation when the electron number is fixed, the self-consistent potential changes, and the occupation factors are multiplied by matrix elements and summed over bands and wave vectors. None of this is in the model, and neither are other smearing functions, such as Gaussian or Methfessel–Paxton smearing.

The factor of four belongs to the peak over a continuous energy axis. A finite set of levels need not contain one at an energy where the peak is reached. At a fixed energy \(e\neq0\), the formula for \(f''\) even tends to zero as \(T\to0\), because the exponential decay of \(f(1-f)\) in \(|e|/T\) outweighs the growing factor \(1/T^2\).

## Two derivatives written through the occupation

Write \(E=\exp(e/T)\), so that \(f=1/(1+E)\) and \(1-f=E/(1+E)\). Since \(E>0\), both are positive, which gives \(0<f<1\). The quotient rule gives

\[
f'=-\frac{E/T}{(1+E)^2}=-\frac{f(1-f)}{T}.
\]

Differentiating this expression once more, with the product rule for \(f(1-f)\), gives

\[
f''=-\frac{f'(1-f)-f f'}{T}=-\frac{(1-2f)f'}{T}
=\frac{f(1-f)(1-2f)}{T^2}.
\]

The lemma `occ_mem` proves \(0<f<1\) from the positivity of the exponential. In `occ_derivatives`, the intermediate statement `hf` is the formula for \(f'\) at every energy. It comes from the quotient rule `fun_div`, after which `field_simp` and `ring` identify the quotient with \(-f(1-f)/T\). Because `hf` holds at every point, `hd` can replace the function `deriv (occ T)` by its closed form. The product rule `fun_mul` then supplies the second derivative, and `ring` collects the terms.

## A cubic whose gap contains a square

It remains to find the largest value of \(|f(1-f)(1-2f)|\) for \(0<f<1\). Set \(u=|1-2f|\) and \(r=1/\sqrt3\). From \(u^2=(1-2f)^2=1-4f(1-f)\) we get \(f(1-f)=(1-u^2)/4\), and so

\[
|f(1-f)(1-2f)|=\frac{u(1-u^2)}{4}.
\]

The proposed maximum is \(1/(6\sqrt3)=r/6\). To compare the two, expand

\[
(u-r)^2(u+2r)=u^3-3r^2u+2r^3=u^3-u+\tfrac23 r ,
\]

where the last step uses \(r^2=1/3\). Division by four gives

\[
\frac{1}{6\sqrt3}-|f(1-f)(1-2f)|=\frac{(u-r)^2(u+2r)}{4}.
\]

The right-hand side is a square times a positive number, so it is never negative, and this is the bound. It vanishes only for \(u=r\), that is, for \(1-2f=\pm1/\sqrt3\), which gives \(f=\tfrac12\mp\tfrac{1}{2\sqrt3}\). Dividing by \(T^2\) turns both results into statements about \(f''\).

The lemma `cubic_gap` is this identity for any number \(x\) with \(0\le x\le1\). The range is used to take the factor \(x(1-x)\) out of the absolute value. The two `generalize` steps then introduce \(r\) and \(u\) as plain variables, and `linear_combination` verifies the polynomial identity from \(r^2=1/3\) and \(u^2=(1-2x)^2\).

The theorem `curvature_bound` first rewrites \(|f''|\) by the derivative formula and removes the common division by \(T^2\). The inequality follows because `positivity` recognises the right-hand side of the identity as non-negative. For the equality case, the left-hand side is zero; if \(u-r\) were nonzero, the right-hand side would be strictly positive, which is a contradiction. The lemma `abs_choice` then separates the two signs of \(1-2f\), one for each extremal occupation. In the converse direction, either occupation gives \(u=r\), and the identity reduces to equality.

## The energies at which the peak is reached

A bound on \(|f''|\) is the peak only if some energy reaches it. Take \(e=T\log(2+\sqrt3)\), so that \(E=2+\sqrt3\). Then

\[
f=\frac{1}{3+\sqrt3}=\frac{3-\sqrt3}{6}=\frac12-\frac{1}{2\sqrt3}.
\]

At the opposite energy, \(E=1/(2+\sqrt3)=2-\sqrt3\), because \((2+\sqrt3)(2-\sqrt3)=1\), and

\[
f=\frac{1}{3-\sqrt3}=\frac{3+\sqrt3}{6}=\frac12+\frac{1}{2\sqrt3}.
\]

The extremal levels thus lie about \(1.32\,T\) above and below the chemical potential, with occupations of about 0.21 and 0.79. The second derivative is positive at the upper energy and negative at the lower one, and its magnitude is the same at both.

These two evaluations are the content of `occ_at_peak`. Its auxiliary statement `hinv` is the inverse \((2+\sqrt3)^{-1}=2-\sqrt3\), and `hi` rewrites \(1/(2\sqrt3)\) as \(\sqrt3/6\). The remaining algebra uses \(\sqrt3\cdot\sqrt3=3\).

In `peak_attained`, the statement `hG` says that \(1/(6\sqrt3\,T^2)\) is the greatest element of the set of all values \(|f''(e)|\). Membership comes from the upper energy and the equality case of the bound; the bound itself shows that no value is larger. A greatest element is also the supremum, which is the step `hG.csSup_eq`, and therefore

\[
\max_e|f''(e)|=\frac{1}{6\sqrt3\,T^2}\approx\frac{0.096}{T^2}.
\]

## The factor of four and the single zero

Let \(P(T)\) denote the peak. The product \(T^2P(T)=1/(6\sqrt3)\) has the same value for every positive width. Applied to \(T\) and to \(T/2\), this gives

\[
\frac{T^2}{4}\,P(T/2)=T^2P(T),
\qquad\text{hence}\qquad P(T/2)=4P(T).
\]

The proof of `peak_halved_smearing` takes `peak_attained` at these two widths, combines the equations with `linear_combination`, and cancels the nonzero factor \(T^2\). Positivity of the peak follows from the positive value of \(T^2P(T)\).

For the zero of the response, consider \(f(1-f)(1-2f)/T^2=0\). The factors \(f\) and \(1-f\) are positive, so \(1-2f=0\) and \(f=\tfrac12\). Then \(1+\exp(e/T)=2\), so \(\exp(e/T)=1\) and \(e=0\). Conversely, \(e=0\) gives \(f=\tfrac12\) and a vanishing second derivative.

The proof of `curvature_eq_zero_iff` takes the same route. The steps with `resolve_right` and `resolve_left` discard the factors that cannot vanish, and `Real.exp_eq_one_iff` turns \(\exp(e/T)=1\) into \(e/T=0\), from which \(e=0\) follows because \(T\ne0\). If a level exactly at the chemical potential is shifted by \(\delta\) while the chemical potential stays fixed, the change in its occupation therefore has no term in \(\delta^2\) at any positive smearing width; the first-order term is \(f'(0)\,\delta=-\delta/(4T)\).
